# A mean-field atom on a line with contact forces binds every charge below twice its nuclear charge

A hyperstrong magnetic field squeezes an atom onto a line; in scaled units, for nuclear charge 1 and a total electron charge 1 spread over many electrons, with all forces acting on contact, the mean-field orbital is u(x) = (√2/4)/sinh(|x|/4 + c) with tanh c = 1/2. Its kink at x = 0 balances the pull of the nucleus, and a slower decay with a matching c lets the same shape carry more charge, up to but not including 2.

```lean
import Mathlib

open Filter Topology MeasureTheory

namespace HyperstrongAtom

noncomputable section

/-- A continuous, positive, decaying orbital `u` with slope `v` in the mean field of a contact
nucleus of charge `Z`: `-u'' + u³ = -k² u` away from the nucleus, and the slope jumps by `-Z u(0)`
at it. -/
structure IsBoundOrbital (Z k : ℝ) (u v : ℝ → ℝ) : Prop where
  cont : Continuous u
  pos : ∀ x, 0 < u x
  top : Tendsto u atTop (𝓝 0)
  bot : Tendsto u atBot (𝓝 0)
  slope : ∀ x, x ≠ 0 → HasDerivAt u (v x) x
  field : ∀ x, x ≠ 0 → HasDerivAt v (u x ^ 3 + k ^ 2 * u x) x
  cusp : ∃ a b, Tendsto v (𝓝[>] 0) (𝓝 a) ∧ Tendsto v (𝓝[<] 0) (𝓝 b) ∧ a - b = -Z * u 0

/-- The half-line profile `√2 k / sinh (k y + c)`, for `k y + c ≠ 0`. -/
def profile (k c y : ℝ) : ℝ := √2 * k / Real.sinh (k * y + c)

/-- The slope formula of the half-line profile, for `k y + c ≠ 0`. -/
def profileSlope (k c y : ℝ) : ℝ :=
  -(√2 * k ^ 2 * Real.cosh (k * y + c) / Real.sinh (k * y + c) ^ 2)

/-- The orbital `√2 k / sinh (k |x| + c)` on the whole line, for `k, c > 0`. -/
def orbital (k c x : ℝ) : ℝ := profile k c |x|

/-- The slope of the orbital on either side of the nucleus, for `k, c > 0` and `x ≠ 0`. -/
def orbitalSlope (k c x : ℝ) : ℝ :=
  if 0 < x then profileSlope k c x else -profileSlope k c (-x)

/-- Where `sinh (k y + c)` is nonzero, the profile has the stated slope. -/
theorem profile_hasDerivAt {k c y : ℝ} (h : Real.sinh (k * y + c) ≠ 0) :
    HasDerivAt (profile k c) (profileSlope k c y) y := by
  have hl : HasDerivAt (fun y => k * y + c) k y := by
    simpa using ((hasDerivAt_id' y).const_mul k).add_const c
  exact ((hasDerivAt_const y (√2 * k)).fun_div hl.sinh h).congr_deriv (by
    simp only [profileSlope]; ring)

/-- Where `sinh (k y + c)` is nonzero, the profile `u` satisfies `u'' = u³ + k² u`. -/
theorem profileSlope_hasDerivAt {k c y : ℝ} (h : Real.sinh (k * y + c) ≠ 0) :
    HasDerivAt (profileSlope k c) (profile k c y ^ 3 + k ^ 2 * profile k c y) y := by
  have hl : HasDerivAt (fun y => k * y + c) k y := by
    simpa using ((hasDerivAt_id' y).const_mul k).add_const c
  have h1 := mul_inv_cancel₀ h
  have h2 := Real.cosh_sq (k * y + c)
  have h3 : √2 ^ 2 = (2 : ℝ) := Real.sq_sqrt (by norm_num)
  refine ((hl.cosh.const_mul (√2 * k ^ 2)).fun_div (hl.sinh.fun_pow 2)
    (pow_ne_zero 2 h)).fun_neg.congr_deriv ?_
  simp only [profile]
  set S := Real.sinh (k * y + c)
  linear_combination (√2 * k ^ 3 * 2 * S * S⁻¹ ^ 4) * h2
    + √2 * k ^ 3 * (2 * S⁻¹ ^ 3 + S⁻¹ * ((S * S⁻¹) ^ 2 + S * S⁻¹ + 1)) * h1
    - √2 * k ^ 3 * S⁻¹ ^ 3 * h3

/-- For `k > 0` the profile vanishes far from the nucleus. -/
theorem profile_tendsto {k : ℝ} (c : ℝ) (hk : 0 < k) :
    Tendsto (profile k c) atTop (𝓝 0) := by
  have h1 : Tendsto (fun y => k * y + c) atTop atTop :=
    tendsto_atTop_add_const_right _ _ (tendsto_id.const_mul_atTop hk)
  have h2 : Tendsto (fun y => Real.sinh (k * y + c)) atTop atTop :=
    tendsto_atTop_mono' _ (by
      filter_upwards [h1.eventually_ge_atTop 0] with y hy
      exact Real.self_le_sinh_iff.2 hy) h1
  exact h2.const_div_atTop _

/-- For `k, c > 0` with `Z tanh c = 2k`, the orbital solves the mean-field problem of a
nucleus of charge `Z`. -/
theorem orbital_isBound {Z k c : ℝ} (hk : 0 < k) (hc : 0 < c) (hZ : Z * Real.tanh c = 2 * k) :
    IsBoundOrbital Z k (orbital k c) (orbitalSlope k c) := by
  have hs : ∀ y, 0 ≤ y → 0 < Real.sinh (k * y + c) := fun y hy =>
    Real.sinh_pos_iff.2 (by positivity)
  have hS0 : Real.sinh (k * 0 + c) ≠ 0 := (hs 0 le_rfl).ne'
  have el : ∀ x < 0, orbital k c =ᶠ[𝓝 x] fun y => profile k c (-y) := fun x hx => by
    filter_upwards [eventually_lt_nhds hx] with y hy
    simp only [orbital, abs_of_neg hy]
  have er : ∀ x > 0, orbital k c =ᶠ[𝓝 x] profile k c := fun x hx => by
    filter_upwards [eventually_gt_nhds hx] with y hy
    simp only [orbital, abs_of_pos hy]
  have vl : ∀ x < 0, orbitalSlope k c x = -profileSlope k c (-x) := fun x hx =>
    if_neg (not_lt.2 hx.le)
  have vr : ∀ x > 0, orbitalSlope k c x = profileSlope k c x := fun x hx => if_pos hx
  refine ⟨?_, fun x => div_pos (by positivity) (hs _ (abs_nonneg x)),
    (profile_tendsto c hk).comp tendsto_abs_atTop_atTop,
    (profile_tendsto c hk).comp tendsto_abs_atBot_atTop, fun x hx => ?_, fun x hx => ?_, ?_⟩
  · exact Continuous.div continuous_const (Real.continuous_sinh.comp (by fun_prop))
      (fun x => (hs _ (abs_nonneg x)).ne')
  · rcases lt_or_gt_of_ne hx with h | h
    · refine HasDerivAt.congr_of_eventuallyEq ?_ (el x h)
      exact ((profile_hasDerivAt (hs (-x) (by linarith)).ne').comp x
        (hasDerivAt_neg x)).congr_deriv (by rw [vl x h]; ring)
    · rw [vr x h]
      exact (profile_hasDerivAt (hs x h.le).ne').congr_of_eventuallyEq (er x h)
  · rcases lt_or_gt_of_ne hx with h | h
    · rw [(el x h).eq_of_nhds]
      refine HasDerivAt.congr_of_eventuallyEq (f := fun y => -profileSlope k c (-y)) ?_
        ((eventually_lt_nhds h).mono vl)
      exact ((profileSlope_hasDerivAt (hs (-x) (by linarith)).ne').comp x
        (hasDerivAt_neg x)).fun_neg.congr_deriv (by ring)
    · rw [(er x h).eq_of_nhds]
      exact (profileSlope_hasDerivAt (hs x h.le).ne').congr_of_eventuallyEq
        ((eventually_gt_nhds h).mono vr)
  · -- the two one-sided slopes are opposite, and `Z tanh c = 2k` fixes their size
    have hv := (profileSlope_hasDerivAt hS0).continuousAt.tendsto
    have hn := (hv.comp (continuous_neg.tendsto' (0 : ℝ) 0 neg_zero)).neg
    refine ⟨_, _, (hv.mono_left nhdsWithin_le_nhds).congr' ?_,
      (hn.mono_left nhdsWithin_le_nhds).congr' ?_, ?_⟩
    · filter_upwards [self_mem_nhdsWithin] with x hx using (vr x hx).symm
    · filter_upwards [self_mem_nhdsWithin] with x hx using (vl x hx).symm
    · have ht : Real.tanh c * Real.cosh c = Real.sinh c := by
        rw [Real.tanh_eq_sinh_div_cosh, div_mul_cancel₀ _ (Real.cosh_pos c).ne']
      simp only [profileSlope, orbital, profile, abs_zero, mul_zero, zero_add] at hS0 ⊢
      have h1 := mul_inv_cancel₀ hS0
      linear_combination (√2 * k * (Real.sinh c)⁻¹ ^ 2) * (Real.cosh c * hZ - Z * ht)
        - (Z * √2 * k * (Real.sinh c)⁻¹) * h1

/-- For `k, c > 0` with `Z tanh c = 2k`, the orbital carries the charge `2Z - 4k`. -/
theorem orbital_charge {Z k c : ℝ} (hk : 0 < k) (hc : 0 < c) (hZ : Z * Real.tanh c = 2 * k) :
    ∫ x, orbital k c x ^ 2 = 2 * Z - 4 * k := by
  have hd : ∀ y ∈ Set.Ici (0 : ℝ), HasDerivAt
      (fun y => -√2 * Real.exp (-(k * y + c)) * profile k c y) (profile k c y ^ 2) y := by
    intro y hy
    have hy' : 0 ≤ y := hy
    have h : Real.sinh (k * y + c) ≠ 0 := (Real.sinh_pos_iff.2 (by positivity)).ne'
    have hl : HasDerivAt (fun y => k * y + c) k y := by
      simpa using ((hasDerivAt_id' y).const_mul k).add_const c
    refine ((hl.fun_neg.exp.const_mul (-√2)).fun_mul (profile_hasDerivAt h)).congr_deriv ?_
    have h1 := mul_inv_cancel₀ h
    have h2 := Real.cosh_sq (k * y + c)
    simp only [profile, profileSlope, ← Real.cosh_sub_sinh]
    set S := Real.sinh (k * y + c)
    set C := Real.cosh (k * y + c)
    linear_combination √2 ^ 2 * k ^ 2 * (S⁻¹ ^ 2 * h2 + (S * S⁻¹ - C * S⁻¹) * h1)
  have hlim : Tendsto (fun y => -√2 * Real.exp (-(k * y + c)) * profile k c y)
      atTop (𝓝 0) := by
    have h1 : Tendsto (fun y => k * y + c) atTop atTop :=
      tendsto_atTop_add_const_right _ _ (tendsto_id.const_mul_atTop hk)
    simpa using ((Real.tendsto_exp_neg_atTop_nhds_zero.comp h1).const_mul (-√2)).mul
      (profile_tendsto c hk)
  refine (integral_comp_abs (f := fun y => profile k c y ^ 2)).trans ?_
  rw [integral_Ioi_of_hasDerivAt_of_nonneg' hd (fun y _ => sq_nonneg _) hlim]
  have ht : Real.tanh c * Real.cosh c = Real.sinh c := by
    rw [Real.tanh_eq_sinh_div_cosh, div_mul_cancel₀ _ (Real.cosh_pos c).ne']
  have h1 := mul_inv_cancel₀ (Real.sinh_pos_iff.2 hc).ne'
  have h3 : √2 ^ 2 = (2 : ℝ) := Real.sq_sqrt (by norm_num)
  simp only [profile, mul_zero, zero_add, ← Real.cosh_sub_sinh]
  set S := Real.sinh c
  set C := Real.cosh c
  linear_combination 2 * k * (C * S⁻¹ - S * S⁻¹) * h3 - 2 * S⁻¹ * (C * hZ - Z * ht)
    + (2 * Z - 4 * k) * h1

/-- A nucleus of charge `Z` binds every charge `0 < q < 2Z`: with `k = (2Z - q)/4` and a
suitable `c > 0`, the orbital solves the mean-field problem and its square integrates to `q`. -/
theorem binds_below_twice_nuclear_charge {Z q k : ℝ} (hq : 0 < q) (hqZ : q < 2 * Z)
    (hk : k = (2 * Z - q) / 4) :
    ∃ c > 0, Z * Real.tanh c = 2 * k ∧ IsBoundOrbital Z k (orbital k c) (orbitalSlope k c) ∧
      Integrable (fun x => orbital k c x ^ 2) ∧ ∫ x, orbital k c x ^ 2 = q := by
  have hk0 : 0 < k := by linarith
  -- `exp c` is the square root of `(4Z - q)/q`
  have hr : 1 < (4 * Z - q) / q := by rw [lt_div_iff₀ hq]; linarith
  obtain ⟨e, he, hsq⟩ : ∃ e : ℝ, 1 < e ∧ e ^ 2 * q = 4 * Z - q :=
    ⟨√((4 * Z - q) / q), Real.lt_sqrt_of_sq_lt (by linarith), by
      rw [Real.sq_sqrt (by linarith), div_mul_cancel₀ _ hq.ne']⟩
  have he0 : 0 < e := by linarith
  have hc := Real.log_pos he
  have hZ : Z * Real.tanh (Real.log e) = 2 * k := by
    have hi := mul_inv_cancel₀ he0.ne'
    rw [Real.tanh_eq_sinh_div_cosh, Real.sinh_eq, Real.cosh_eq, Real.exp_neg,
      Real.exp_log he0, ← mul_div_assoc, div_eq_iff (by positivity), hk]
    linear_combination (e⁻¹ / 4) * hsq - (e * q / 4) * hi
  have hI : ∫ x, orbital k (Real.log e) x ^ 2 = q := by
    rw [orbital_charge hk0 hc hZ, hk]; ring
  refine ⟨_, hc, hZ, orbital_isBound hk0 hc hZ, ?_, hI⟩
  by_contra h
  exact hq.ne' (hI.symm.trans (integral_undef h))

/-- On the right half-line, a continuous positive decaying solution of `u'' = u³ + k² u` with
slope `v` satisfies `u² ≤ -√2 v`. -/
theorem sq_le_slope {k : ℝ} {u v : ℝ → ℝ} (hc : Continuous u) (pos : ∀ x, 0 < u x)
    (top : Tendsto u atTop (𝓝 0)) (hu : ∀ x > 0, HasDerivAt u (v x) x)
    (hv : ∀ x > 0, HasDerivAt v (u x ^ 3 + k ^ 2 * u x) x) {x : ℝ} (hx : 0 < x) :
    u x ^ 2 ≤ -√2 * v x := by
  have mv : MonotoneOn v (Set.Ioi 0) := monotoneOn_of_deriv_nonneg (convex_Ioi 0)
    (fun y hy => (hv y hy).continuousAt.continuousWithinAt)
    (fun y hy => (hv y (interior_subset hy)).differentiableAt.differentiableWithinAt)
    (fun y hy => by
      rw [(hv y (interior_subset hy)).deriv]
      have := pos y
      positivity)
  -- a rising convex orbital could not decay
  have hv0 : v x ≤ 0 := by
    by_contra h
    have hm : MonotoneOn u (Set.Ici x) := monotoneOn_of_deriv_nonneg (convex_Ici x)
      hc.continuousOn
      (fun y hy => (hu y (hx.trans_le
        (interior_subset hy))).differentiableAt.differentiableWithinAt)
      (fun y hy => by
        have hy' : x ≤ y := interior_subset hy
        rw [(hu y (hx.trans_le hy')).deriv]
        exact (not_le.1 h).le.trans (mv hx (hx.trans_le hy') hy'))
    have : u x ≤ 0 := ge_of_tendsto top (by
      filter_upwards [eventually_ge_atTop x] with y hy
      exact hm (Set.mem_Ici.2 le_rfl) hy hy)
    linarith [pos x]
  -- the first integral is conserved, and decay makes it non-negative
  have hd : ∀ y > 0, HasDerivAt (fun y => v y ^ 2 - k ^ 2 * u y ^ 2 - u y ^ 4 / 2) 0 y :=
    fun y hy => ((((hv y hy).fun_pow 2).fun_sub (((hu y hy).fun_pow 2).const_mul
      (k ^ 2))).fun_sub (((hu y hy).fun_pow 4).div_const 2)).congr_deriv (by push_cast; ring)
  have ha : AntitoneOn (fun y => v y ^ 2 - k ^ 2 * u y ^ 2 - u y ^ 4 / 2) (Set.Ici x) :=
    antitoneOn_of_deriv_nonpos (convex_Ici x)
      (fun y hy => (hd y (hx.trans_le hy)).continuousAt.continuousWithinAt)
      (fun y hy => (hd y (hx.trans_le
        (interior_subset hy))).differentiableAt.differentiableWithinAt)
      (fun y hy => (hd y (hx.trans_le (interior_subset hy))).deriv.le)
  have lim : Tendsto (fun y => -(k ^ 2 * u y ^ 2) - u y ^ 4 / 2) atTop (𝓝 0) := by
    simpa using ((top.pow 2).const_mul (k ^ 2)).neg.sub ((top.pow 4).div_const 2)
  have h0 : 0 ≤ v x ^ 2 - k ^ 2 * u x ^ 2 - u x ^ 4 / 2 := le_of_tendsto lim (by
    filter_upwards [eventually_ge_atTop x] with y hy
    have e : v y ^ 2 - k ^ 2 * u y ^ 2 - u y ^ 4 / 2 ≤ v x ^ 2 - k ^ 2 * u x ^ 2 - u x ^ 4 / 2 :=
      ha (Set.mem_Ici.2 le_rfl) hy hy
    linarith [sq_nonneg (v y)])
  by_contra h
  have hb : 0 ≤ -√2 * v x := by nlinarith [Real.sqrt_nonneg 2]
  have hlt := mul_self_lt_mul_self hb (not_le.1 h)
  have h3 : √2 ^ 2 = (2 : ℝ) := Real.sq_sqrt (by norm_num)
  have e : (-√2 * v x) * (-√2 * v x) = 2 * v x ^ 2 := by linear_combination v x ^ 2 * h3
  nlinarith [mul_nonneg (sq_nonneg k) (sq_nonneg (u x))]

/-- If `u² ≤ -√2 u'` on the right half-line for a continuous positive `u`, the charge between
`0` and `R ≥ 0` is at most `√2 u(0)`. -/
theorem half_charge_le {u v : ℝ → ℝ} (hc : Continuous u) (pos : ∀ x, 0 < u x)
    (hu : ∀ x > 0, HasDerivAt u (v x) x) (hb : ∀ x > 0, u x ^ 2 ≤ -√2 * v x)
    {R : ℝ} (hR : 0 ≤ R) : ∫ x in (0 : ℝ)..R, u x ^ 2 ≤ √2 * u 0 := by
  have hsq : Continuous (fun t => u t ^ 2) := hc.pow 2
  have hI := fun y => (hsq.integral_hasStrictDerivAt 0 y).hasDerivAt
  have hd := fun y (hy : 0 < y) => (hI y).fun_add ((hu y hy).const_mul √2)
  have ha : AntitoneOn (fun y => (∫ t in (0 : ℝ)..y, u t ^ 2) + √2 * u y) (Set.Ici 0) :=
    antitoneOn_of_deriv_nonpos (convex_Ici 0)
      (fun y _ => ((hI y).continuousAt.add
        (continuousAt_const.mul hc.continuousAt)).continuousWithinAt)
      (fun y hy => by
        rw [interior_Ici] at hy
        exact (hd y hy).differentiableAt.differentiableWithinAt)
      (fun y hy => by
        rw [interior_Ici] at hy
        rw [(hd y hy).deriv]
        linarith [hb y hy])
  have h : (∫ t in (0 : ℝ)..R, u t ^ 2) + √2 * u R ≤
      (∫ t in (0 : ℝ)..0, u t ^ 2) + √2 * u 0 := ha (Set.mem_Ici.2 le_rfl) hR hR
  rw [intervalIntegral.integral_same] at h
  linarith [mul_nonneg (Real.sqrt_nonneg 2) (pos R).le]

/-- Every continuous, positive, decaying mean-field orbital of a nucleus of charge `Z` holds at most
the charge `2Z` in any window `[-R, R]` with `R ≥ 0`. -/
theorem charge_le_twice_nuclear_charge {Z k R : ℝ} {u v : ℝ → ℝ}
    (h : IsBoundOrbital Z k u v) (hR : 0 ≤ R) : ∫ x in (-R)..R, u x ^ 2 ≤ 2 * Z := by
  have hu : ∀ x > 0, HasDerivAt u (v x) x := fun x hx => h.slope x (ne_of_gt hx)
  have hb : ∀ x > 0, u x ^ 2 ≤ -√2 * v x := fun x hx =>
    sq_le_slope h.cont h.pos h.top hu (fun y hy => h.field y (ne_of_gt hy)) hx
  -- the left half is the mirror image of a right half
  have hcn : Continuous (fun y => u (-y)) := h.cont.comp continuous_neg
  have hu' : ∀ x > 0, HasDerivAt (fun y => u (-y)) (-v (-x)) x := fun x hx =>
    ((h.slope (-x) (neg_lt_zero.2 hx).ne).comp x (hasDerivAt_neg x)).congr_deriv (by ring)
  have hv' : ∀ x > 0, HasDerivAt (fun y => -v (-y)) (u (-x) ^ 3 + k ^ 2 * u (-x)) x :=
    fun x hx => ((h.field (-x) (neg_lt_zero.2 hx).ne).comp x
      (hasDerivAt_neg x)).fun_neg.congr_deriv (by ring)
  have hb' : ∀ x > 0, u (-x) ^ 2 ≤ -√2 * -v (-x) := fun x hx =>
    sq_le_slope hcn (fun y => h.pos (-y)) (h.bot.comp tendsto_neg_atTop_atBot) hu' hv' hx
  have i1 := half_charge_le h.cont h.pos hu hb hR
  have i2 := half_charge_le hcn (fun y => h.pos (-y)) hu' hb' hR
  rw [intervalIntegral.integral_comp_neg (fun x => u x ^ 2), neg_zero] at i2
  have hsq : Continuous (fun t => u t ^ 2) := h.cont.pow 2
  rw [← intervalIntegral.integral_add_adjacent_intervals
    (hsq.intervalIntegrable (-R) 0) (hsq.intervalIntegrable 0 R)]
  -- the cusp condition bounds the density at the nucleus
  obtain ⟨a, b, ta, tb, hab⟩ := h.cusp
  have ca : u 0 ^ 2 ≤ -√2 * a := le_of_tendsto_of_tendsto
    ((hsq.tendsto 0).mono_left nhdsWithin_le_nhds) (ta.const_mul (-√2)) (by
      filter_upwards [self_mem_nhdsWithin] with x hx using hb x hx)
  have cb : u 0 ^ 2 ≤ √2 * b := le_of_tendsto_of_tendsto
    ((hsq.tendsto 0).mono_left nhdsWithin_le_nhds) (tb.const_mul √2) (by
      filter_upwards [self_mem_nhdsWithin] with x hx
      have := hb' (-x) (neg_pos.2 hx)
      rw [neg_neg] at this
      linarith)
  have h3 : √2 ^ 2 = (2 : ℝ) := Real.sq_sqrt (by norm_num)
  have hj : u 0 * (2 * u 0) ≤ u 0 * (√2 * Z) := by
    have e : √2 * (a - b) = √2 * (-Z * u 0) := by rw [hab]
    linarith
  have hk := mul_le_mul_of_nonneg_left (le_of_mul_le_mul_left hj (h.pos 0)) (Real.sqrt_nonneg 2)
  have e : √2 * (√2 * Z) = 2 * Z := by linear_combination Z * h3
  linarith

end

end HyperstrongAtom
```

```lean
#print axioms HyperstrongAtom.binds_below_twice_nuclear_charge
#print axioms HyperstrongAtom.charge_le_twice_nuclear_charge
```

```
'HyperstrongAtom.binds_below_twice_nuclear_charge' depends on axioms: [propext, Classical.choice, Quot.sound]
'HyperstrongAtom.charge_le_twice_nuclear_charge' depends on axioms: [propext, Classical.choice, Quot.sound]
```

In scaled units, u² is the electron density, Z the nuclear charge and −k² the orbital energy. The equations are

−u″ + u³ = −k²u for x ≠ 0,
u′(0+) − u′(0−) = −Z u(0).

The cubic term is the contact repulsion of the whole density. It includes each electron's repulsion of itself, so the model is not meant for an atom with one or a few electrons. The jump is the contact attraction of the nucleus. `IsBoundOrbital` collects these conditions with continuity, positivity and decay on both sides. The slope is a separate function `v`, whose value at 0 is left free.

`binds_below_twice_nuclear_charge` says that for 0 < q < 2Z and k = (2Z − q)/4 some c > 0 makes `orbital k c` a solution with ∫u² = q. Conversely, `charge_le_twice_nuclear_charge` bounds the charge of any such solution in [−R, R] by 2Z, for every R ≥ 0. Within this one-dimensional mean-field model, negative ions (q > Z) therefore exist, but their excess charge is limited. The reduction of a three-dimensional many-electron atom to these equations is assumed. "Binds" means that a solution exists; energetic stability is not addressed, and q need not be an integer.

For the existence half, put y = |x|, s = ky + c, S = sinh s and C = cosh s. On the right half-line,

u = √2 k/S,
u′ = −√2 k²C/S²,
u″ = √2 k³(2C²/S³ − 1/S) = √2 k³(1/S + 2/S³) = k²u + u³,

by C² = 1 + S². These are the two derivative lemmas for `profile` and `profileSlope`. `orbital_isBound` glues on the mirror image, so the slope jumps by

−2√2 k² cosh c/sinh² c = −(2k/tanh c) u(0) = −Z u(0),

provided Z tanh c = 2k. This has a solution c > 0 because 0 < 2k < Z; explicitly, e^(2c) = (4Z − q)/q.

For the charge, `orbital_charge` uses the antiderivative

F(y) = −√2 e^(−s) u = 2k(1 − C/S), F′ = 2k²/S² = u².

F vanishes at infinity, so each side holds −F(0) = 2k/tanh c − 2k = Z − 2k, and the total is 2Z − 4k = q. Integrability follows because Lean gives a non-integrable function the integral 0, while q > 0.

In the opening case Z = q = 1, k = 1/4 and e^(2c) = 3, so sinh c = 1/√3 and cosh c = 2/√3. Then u(0) = √6/4 and u′(0+) = −√6/8; the jump is −√6/4 = −u(0), and the charge is 2 − 4/4 = 1.

For the upper bound, take any solution and look at x > 0. Since v′ = u³ + k²u > 0, v increases. If v were positive anywhere, u would rise from there on and could not decay, so v ≤ 0. The quantity

E = v² − k²u² − u⁴/2

has E′ = 2v(v′ − k²u − u³) = 0, and u → 0 forces E ≥ 0. Hence v² ≥ u⁴/2, that is u² ≤ −√2 v, which is `sq_le_slope`. Integrating from 0 to R gives at most √2(u(0) − u(R)) ≤ √2 u(0); `half_charge_le` obtains this by showing that ∫₀ʸu² + √2 u(y) never increases.

Reflection gives the same bound on the left. With a and b the right and left limits of v at 0, adding u(0)² ≤ −√2 a and u(0)² ≤ √2 b yields

2u(0)² ≤ √2(b − a) = √2 Z u(0).

So √2 u(0) ≤ Z, and the two sides together hold at most 2Z.

As q → 2Z, k → 0 and the orbital tends to √2/(|x| + 2/Z). Direct integration gives this limit the charge 2Z, with an algebraic tail in place of the exponential one.
